# The r² coefficient at electron coalescence depends on the energy: regular s-wave solutions for a harmonically confined pair

The radial equation for two electrons is singular where they meet, so it is imposed here only at separations r > 0, and the behaviour at r = 0 enters as a regularity condition. The function u must be twice continuously differentiable up to r = 0, with one-sided derivatives there. This condition is assumed, not derived. Physically, it excludes the second solution of the radial equation, which diverges like 1/r at coalescence.

```lean
import Mathlib

open Filter Topology

namespace HookeCoalescence

noncomputable section
```

In atomic units, two electrons in a three-dimensional isotropic harmonic trap of frequency ω have a relative motion that separates from the motion of their centre of mass. For a spherically symmetric relative wavefunction u(r) with relative energy ε, the equation is

-u'' - 2u'/r + ω²r²u/4 + u/r = εu, for r > 0.

In `IsRegularSolution ω ε u u₁ u₂`, the functions `u₁` and `u₂` are u' and u''. The fields `deriv_one` and `deriv_two` say so on the half-line `Set.Ici 0`, `cont` makes u'' continuous there, and `eqn` is the equation above. Nothing is required at large r, so ε need not be a bound-state energy, and the zero function is admitted.

```lean
/-- A solution `u` of the radial pair equation with confinement `ω` and energy `ε`, twice
continuously differentiable up to coalescence, with first and second derivatives `u₁`, `u₂`. -/
structure IsRegularSolution (ω ε : ℝ) (u u₁ u₂ : ℝ → ℝ) : Prop where
  deriv_one : ∀ r, 0 ≤ r → HasDerivWithinAt u (u₁ r) (Set.Ici 0) r
  deriv_two : ∀ r, 0 ≤ r → HasDerivWithinAt u₁ (u₂ r) (Set.Ici 0) r
  cont : ContinuousOn u₂ (Set.Ici 0)
  eqn : ∀ r, 0 < r →
    -u₂ r - 2 * u₁ r / r + ω ^ 2 * r ^ 2 * u r / 4 + u r / r = ε * u r
```

## The slope at coalescence

Multiplying the equation by r and collecting the terms without a factor r on the left gives

2u' - u = r(ω²r²u/4 - u'' - εu).

The proof cancels r in the two quotients and leaves the rest to linear algebra.

```lean
/-- The pair equation multiplied by the distance `r`, free of singular terms. -/
theorem cleared_equation {ω ε : ℝ} {u u₁ u₂ : ℝ → ℝ}
    (h : IsRegularSolution ω ε u u₁ u₂) {r : ℝ} (hr : 0 < r) :
    2 * u₁ r - u r = r * (ω ^ 2 * r ^ 2 * u r / 4 - u₂ r - ε * u r) := by
  have e := h.eqn r hr
  have a : 2 * u₁ r / r * r = 2 * u₁ r := div_mul_cancel₀ _ hr.ne'
  have b : u r / r * r = u r := div_mul_cancel₀ _ hr.ne'
  linear_combination -r * e - a + b
```

As r → 0 from above, u and u'' tend to u(0) and u''(0), so the bracket has a finite limit:

ω²r²u/4 - u'' - εu → -u''(0) - εu(0).

The Lean statement keeps the vanishing confinement term in the limit. The filter `𝓝[>] 0` expresses the approach from positive r, and the continuity of u'' is used here.

```lean
/-- The non-singular terms of the pair equation converge to their values at coalescence. -/
theorem regular_terms_tendsto {ω ε : ℝ} {u u₁ u₂ : ℝ → ℝ}
    (h : IsRegularSolution ω ε u u₁ u₂) :
    Tendsto (fun r => ω ^ 2 * r ^ 2 * u r / 4 - u₂ r - ε * u r) (𝓝[>] 0)
      (𝓝 (ω ^ 2 * 0 ^ 2 * u 0 / 4 - u₂ 0 - ε * u 0)) := by
  have hle : 𝓝[>] (0 : ℝ) ≤ 𝓝[≥] 0 := nhdsWithin_mono _ Set.Ioi_subset_Ici_self
  have tr : Tendsto (fun r : ℝ => r) (𝓝[>] 0) (𝓝 0) :=
    tendsto_id.mono_left nhdsWithin_le_nhds
  have tu : Tendsto u (𝓝[>] 0) (𝓝 (u 0)) :=
    (h.deriv_one 0 le_rfl).continuousWithinAt.tendsto.mono_left hle
  have t2 : Tendsto u₂ (𝓝[>] 0) (𝓝 (u₂ 0)) :=
    (h.cont 0 (Set.mem_Ici.mpr le_rfl)).tendsto.mono_left hle
  exact (((((tr.pow 2).const_mul (ω ^ 2)).mul tu).div_const 4).sub t2).sub (tu.const_mul ε)
```

The right-hand side of the multiplied equation is r times a quantity with a finite limit, so it tends to zero as r → 0. The left-hand side tends to 2u'(0) - u(0). Hence

u'(0) = u(0)/2.

This is the cusp condition for a spherically symmetric relative wavefunction, which for two electrons belongs to a spin singlet. Neither ω nor ε appears in it. In the proof, `left` and `same` are the two limits of 2u' - u, and `tendsto_nhds_unique` equates them.

```lean
/-- Cusp condition: the slope at coalescence is half the value there, for every
confinement and energy. -/
theorem cusp_condition {ω ε : ℝ} {u u₁ u₂ : ℝ → ℝ}
    (h : IsRegularSolution ω ε u u₁ u₂) : u₁ 0 = u 0 / 2 := by
  have hle : 𝓝[>] (0 : ℝ) ≤ 𝓝[≥] 0 := nhdsWithin_mono _ Set.Ioi_subset_Ici_self
  have tr : Tendsto (fun r : ℝ => r) (𝓝[>] 0) (𝓝 0) :=
    tendsto_id.mono_left nhdsWithin_le_nhds
  have tu : Tendsto u (𝓝[>] 0) (𝓝 (u 0)) :=
    (h.deriv_one 0 le_rfl).continuousWithinAt.tendsto.mono_left hle
  have t1 : Tendsto u₁ (𝓝[>] 0) (𝓝 (u₁ 0)) :=
    (h.deriv_two 0 le_rfl).continuousWithinAt.tendsto.mono_left hle
  -- both sides of the cleared equation have a limit at coalescence
  have left := (t1.const_mul 2).sub tu
  have right := tr.mul (regular_terms_tendsto h)
  have same := right.congr' (by
    filter_upwards [self_mem_nhdsWithin] with r hr
    exact (cleared_equation h hr).symm)
  have key := tendsto_nhds_unique left same
  linarith
```

## The next order brings in the energy

Let g(r) = 2u'(r) - u(r). The cusp condition says that g(0) = 0, so for r > 0

(g(r) - g(0))/r = ω²r²u/4 - u'' - εu.

The left-hand side tends to g'(0) = 2u''(0) - u'(0), and the right-hand side to -u''(0) - εu(0). Therefore

3u''(0) = u'(0) - εu(0) = (1/2 - ε)u(0),

u''(0)/2 = (1 - 2ε)u(0)/12.

The quantity u''(0)/2 is the r² Taylor coefficient. In Lean, `hg` turns the derivative of g into a limit of difference quotients, `same` supplies the other limit, and the last line solves for the coefficient.

```lean
/-- Second-order coalescence condition: the `r²` Taylor coefficient is `(1 - 2ε)/12` times
the value at coalescence. -/
theorem second_order_condition {ω ε : ℝ} {u u₁ u₂ : ℝ → ℝ}
    (h : IsRegularSolution ω ε u u₁ u₂) : u₂ 0 / 2 = (1 - 2 * ε) / 12 * u 0 := by
  have hc := cusp_condition h
  have hg : HasDerivWithinAt (fun r => 2 * u₁ r - u r) (2 * u₂ 0 - u₁ 0) (Set.Ioi 0) 0 :=
    (((h.deriv_two 0 le_rfl).const_mul 2).sub (h.deriv_one 0 le_rfl)).mono
      Set.Ioi_subset_Ici_self
  rw [hasDerivWithinAt_iff_tendsto_slope' (by simp)] at hg
  -- the difference quotient of 2u' - u equals the regular terms
  have same := (regular_terms_tendsto h).congr' (by
    filter_upwards [self_mem_nhdsWithin] with r hr
    have hr' : 0 < r := hr
    have h0 : 2 * u₁ 0 - u 0 = 0 := by linarith
    show _ = slope (fun r => 2 * u₁ r - u r) 0 r
    rw [slope_def_field, h0, cleared_equation h hr', sub_zero, sub_zero,
      mul_div_cancel_left₀ _ hr'.ne'])
  have key := tendsto_nhds_unique hg same
  linear_combination key / 6 + hc / 6
```

Now take two regular solutions u and v, with energies ε and ε' and u(0) = v(0) ≠ 0. Subtracting their second-order conditions gives

u''(0) - v''(0) = -(ε - ε')u(0)/3.

Their second derivatives at coalescence therefore agree exactly when their energies do, even if the trap frequencies differ. The condition u(0) ≠ 0 is needed: the zero function solves the equation for both ε = 0 and ε' = 1, with equal second derivatives and unequal energies.

```lean
/-- Two regular solutions with the same nonzero value at coalescence have the same second
derivative there exactly when their energies agree, whatever their confinements. -/
theorem curvature_eq_iff_energy_eq {ω ω' ε ε' : ℝ} {u u₁ u₂ v v₁ v₂ : ℝ → ℝ}
    (hu : IsRegularSolution ω ε u u₁ u₂) (hv : IsRegularSolution ω' ε' v v₁ v₂)
    (huv : u 0 = v 0) (h0 : u 0 ≠ 0) : u₂ 0 = v₂ 0 ↔ ε = ε' := by
  have a := second_order_condition hu
  have b := second_order_condition hv
  rw [← huv] at b
  constructor
  · intro h
    have hz : u 0 * (ε - ε') = 0 := by linear_combination 6 * a - 6 * b - 3 * h
    exact sub_eq_zero.mp ((mul_eq_zero.mp hz).resolve_left h0)
  · intro h
    rw [← h] at b
    linear_combination 2 * a - 2 * b
```

## A polynomial times a Gaussian

For explicit solutions, let P = 1 + r/2 + cr² with a real constant c, let E = exp(-ωr²/4), and set

u = PE.

```lean
/-- A quadratic correlation factor times the Gaussian of the harmonic confinement. -/
def pairFn (ω c r : ℝ) : ℝ :=
  (1 + r / 2 + c * r ^ 2) * Real.exp (-(ω * r ^ 2 / 4))
```

With P' = 1/2 + 2cr, the product rule gives

u' = (P' - ωrP/2)E.

```lean
/-- The formula for the first derivative of `pairFn`. -/
def pairSlope (ω c r : ℝ) : ℝ :=
  (1 / 2 + 2 * c * r - ω / 2 * r * (1 + r / 2 + c * r ^ 2)) * Real.exp (-(ω * r ^ 2 / 4))
```

Differentiating again, with P'' = 2c, gives

u'' = (2c - ωrP' - ωP/2 + ω²r²P/4)E.

```lean
/-- The formula for the second derivative of `pairFn`. -/
def pairCurv (ω c r : ℝ) : ℝ :=
  (2 * c - ω * r * (1 / 2 + 2 * c * r) - ω / 2 * (1 + r / 2 + c * r ^ 2)
    + ω ^ 2 * r ^ 2 / 4 * (1 + r / 2 + c * r ^ 2)) * Real.exp (-(ω * r ^ 2 / 4))
```

When these are inserted into the equation, the confinement term cancels against the last term of u''. What remains is

E[-2c + ωrP' - 2P'/r + P/r + (3ω/2 - ε)P] = 0.

The 1/r terms cancel, since -2·(1/2) + 1 = 0. The remaining powers of r vanish if

r⁰: -6c + 3ω/2 - ε + 1/2 = 0

r¹: ω/2 + (3ω/2 - ε)/2 + c = 0

r²: c(7ω/2 - ε) = 0.

These are the hypotheses `h0`, `h1` and `h2`. The proof first verifies the two derivatives and the continuity of u''. It then replaces the exponential by a single symbol `E` and combines the three conditions with the weights E, Er and Er², while `hi` handles the cancellation of r against 1/r.

```lean
/-- The function `pairFn` solves the pair equation when three algebraic conditions, one for
each power of `r`, link confinement, energy and quadratic coefficient. -/
theorem pairFn_solves {ω ε c : ℝ} (h0 : -6 * c + 3 * ω / 2 - ε + 1 / 2 = 0)
    (h1 : ω / 2 + (3 * ω / 2 - ε) / 2 + c = 0) (h2 : c * (7 * ω / 2 - ε) = 0) :
    IsRegularSolution ω ε (pairFn ω c) (pairSlope ω c) (pairCurv ω c) := by
  have hsq (r : ℝ) : HasDerivAt (fun x : ℝ => x ^ 2) (2 * r) r := by
    simpa using hasDerivAt_pow 2 r
  have hp (r : ℝ) : HasDerivAt (fun x : ℝ => 1 + x / 2 + c * x ^ 2) (1 / 2 + 2 * c * r) r :=
    ((((hasDerivAt_id' r).div_const 2).const_add 1).fun_add
      ((hsq r).const_mul c)).congr_deriv (by ring)
  have hE (r : ℝ) : HasDerivAt (fun x : ℝ => Real.exp (-(ω * x ^ 2 / 4)))
      (Real.exp (-(ω * r ^ 2 / 4)) * (-(ω * (2 * r) / 4))) r :=
    (((hsq r).const_mul ω).div_const 4).fun_neg.exp
  refine ⟨fun r _ => ?_, fun r _ => ?_, ?_, fun r hr => ?_⟩
  · have d : HasDerivAt (pairFn ω c) (pairSlope ω c r) r :=
      ((hp r).fun_mul (hE r)).congr_deriv (by unfold pairSlope; ring)
    exact d.hasDerivWithinAt
  · have d : HasDerivAt (pairSlope ω c) (pairCurv ω c r) r :=
      (((((hasDerivAt_id' r).const_mul (2 * c)).const_add (1 / 2)).fun_sub
        (((hasDerivAt_id' r).const_mul (ω / 2)).fun_mul (hp r))).fun_mul
          (hE r)).congr_deriv (by unfold pairCurv; ring)
    exact d.hasDerivWithinAt
  · have hc : Continuous (fun r => pairCurv ω c r) := by
      unfold pairCurv
      fun_prop
    exact hc.continuousOn
  · -- the 1/r terms cancel, and each remaining power of r vanishes
    have hi : r * r⁻¹ = 1 := mul_inv_cancel₀ hr.ne'
    unfold pairFn pairSlope pairCurv
    generalize Real.exp (-(ω * r ^ 2 / 4)) = E
    linear_combination E * h0 + E * r * h1 + E * r ^ 2 * h2 +
      E * (-4 * c + ω * (1 + r / 2 + c * r ^ 2) + 1 / 2 + c * r) * hi
```

## Two solutions with the same cusp and different curvature

The three conditions hold for c = 0, ω = 1/2, ε = 5/4, and for c = 1/20, ω = 1/10, ε = 7/20. The corresponding solutions are

(1 + r/2)exp(-r²/8) and (1 + r/2 + r²/20)exp(-r²/40).

The proof rewrites each as a `pairFn` and checks the conditions by exact rational arithmetic.

```lean
/-- The two closed-form functions solve the pair equation at `ω = 1/2`, `ε = 5/4` and at
`ω = 1/10`, `ε = 7/20`. -/
theorem closed_form_solutions :
    IsRegularSolution (1 / 2) (5 / 4) (fun r => (1 + r / 2) * Real.exp (-r ^ 2 / 8))
      (pairSlope (1 / 2) 0) (pairCurv (1 / 2) 0) ∧
    IsRegularSolution (1 / 10) (7 / 20)
      (fun r => (1 + r / 2 + r ^ 2 / 20) * Real.exp (-r ^ 2 / 40))
      (pairSlope (1 / 10) (1 / 20)) (pairCurv (1 / 10) (1 / 20)) := by
  have e1 : (fun r : ℝ => (1 + r / 2) * Real.exp (-r ^ 2 / 8)) = pairFn (1 / 2) 0 := by
    funext r
    have hx : -r ^ 2 / 8 = -(1 / 2 * r ^ 2 / 4) := by ring
    unfold pairFn
    rw [hx]
    ring
  have e2 : (fun r : ℝ => (1 + r / 2 + r ^ 2 / 20) * Real.exp (-r ^ 2 / 40))
      = pairFn (1 / 10) (1 / 20) := by
    funext r
    have hx : -r ^ 2 / 40 = -(1 / 10 * r ^ 2 / 4) := by ring
    unfold pairFn
    rw [hx]
    ring
  rw [e1, e2]
  exact ⟨pairFn_solves (by norm_num) (by norm_num) (by norm_num),
    pairFn_solves (by norm_num) (by norm_num) (by norm_num)⟩
```

At r = 0 the derivative formulas give

u'(0) = 1/2, u''(0)/2 = c - ω/4.

Both slopes are 1/2, while the r² coefficients are 0 - 1/8 = -1/8 and 1/20 - 1/40 = 1/40. The functions are scaled so that u(0) = 1. Normalising them multiplies the value, slope and r² coefficient by a common factor, so the ratios to u(0) remain 1/2, -1/8 and 1/40.

```lean
/-- Both closed-form solutions have slope `1/2` at coalescence, while their `r²` Taylor
coefficients are `-1/8` and `1/40`. -/
theorem closed_form_coefficients :
    (pairSlope (1 / 2) 0 0 = 1 / 2 ∧ pairSlope (1 / 10) (1 / 20) 0 = 1 / 2) ∧
    pairCurv (1 / 2) 0 0 / 2 = -1 / 8 ∧ pairCurv (1 / 10) (1 / 20) 0 / 2 = 1 / 40 := by
  refine ⟨⟨?_, ?_⟩, ?_, ?_⟩ <;> norm_num [pairSlope, pairCurv]
```

Suppose that one constant κ satisfied u''(0)/2 = κu(0) for every regular solution, whatever ω and ε. The two functions would then require

κ = -1/8 and κ = 1/40,

which is a contradiction. In this spherically symmetric, harmonically confined two-electron model, a trial function scaled to u(0) = 1 can therefore be given the correct slope at coalescence without knowledge of the energy, but no fixed r² coefficient of the whole function u suits every solution.

```lean
/-- There is no single constant `κ` such that the `r²` Taylor coefficient equals `κ` times the value
at coalescence for all regular solutions, confinements and energies. -/
theorem second_order_not_universal :
    ¬ ∃ κ : ℝ, ∀ (ω ε : ℝ) (u u₁ u₂ : ℝ → ℝ),
      IsRegularSolution ω ε u u₁ u₂ → u₂ 0 / 2 = κ * u 0 := by
  rintro ⟨κ, hκ⟩
  have h1 := hκ _ _ _ _ _ closed_form_solutions.1
  have h2 := hκ _ _ _ _ _ closed_form_solutions.2
  rw [closed_form_coefficients.2.1] at h1
  rw [closed_form_coefficients.2.2] at h2
  norm_num at h1 h2
  linarith

end

end HookeCoalescence
```

```lean
#print axioms HookeCoalescence.curvature_eq_iff_energy_eq
-- 'HookeCoalescence.curvature_eq_iff_energy_eq' depends on axioms: [propext, Classical.choice, Quot.sound]
#print axioms HookeCoalescence.second_order_not_universal
-- 'HookeCoalescence.second_order_not_universal' depends on axioms: [propext, Classical.choice, Quot.sound]
```
